# The order $h^2$ error of the seven-point stencil on $1/r$ and a term of cubic symmetry that cancels it

A: Let $p=(x_0,x_1,x_2)\neq 0$, $r=|p|$, $S=\sum_j x_j^4$ and $K=5S/r^4-3$. With $\partial_i=\partial/\partial x_i$ and the Laplacian $\Delta=\sum_i\partial_i^2$,
$$\Delta\frac1r=0,\qquad \sum_i\partial_i^4\frac1r=\frac{21K}{r^5},\qquad \Delta\frac{K}{r^3}=-\frac{14K}{r^5}.$$
Let $\Delta_h$ be the seven-point stencil with spacing $h$, and $G=1/r+c\,h^2K/r^3$ with real $c$. Then $\Delta_hG(p)/h^2\to(7/4-14c)K/r^5$ as $h\to0$. The value $c=1/8$ makes the limit zero, and where $K(p)\neq0$ no other $c$ does. In a real-space Poisson solver for an isolated system this gives a direction-dependent $h^2$ term that makes the potential of a point charge satisfy the grid equation to this order, for one point source, the second-order stencil and a fixed point off the source. Only the coefficient within the family $c\,h^2K/r^3$ is fixed; other $h^2$ terms are not excluded.

Q: What do the Lean objects mean? I see neither a lattice nor a factor $4\pi$.

A: A point is a map `Fin 3 → ℝ`, so `p i` is $x_i$ with $i=0,1,2$. The potential is normalised as $1/r$; everything is linear, so a common prefactor such as $-1/4\pi$ multiplies both terms of $G$. The field `aniso` is $K/r^3$, and `corrected c h` is $G$.

```lean
import Mathlib

open Filter Topology Function

namespace SevenPointGreen

noncomputable section

/-- Distance from the origin in three dimensions. -/
def r (p : Fin 3 → ℝ) : ℝ := √(∑ j, p j ^ 2)

/-- The Coulomb potential `1/r`. -/
def coulomb (p : Fin 3 → ℝ) : ℝ := 1 / r p

/-- The cubic angular factor `K = 5 (x⁴ + y⁴ + z⁴) / r⁴ - 3`. -/
def K (p : Fin 3 → ℝ) : ℝ := 5 * (∑ j, p j ^ 4) / r p ^ 4 - 3

/-- The anisotropic field `K / r³`. -/
def aniso (p : Fin 3 → ℝ) : ℝ := K p / r p ^ 3

/-- The corrected potential `1/r + c h² K / r³` for grid spacing `h`. -/
def corrected (c h : ℝ) (p : Fin 3 → ℝ) : ℝ := coulomb p + c * h ^ 2 * aniso p
```

A: For a function $f$ on space, `update p i t` is $p$ with $x_i$ replaced by $t$, so `axisDeriv n i f p` is the $n$-th derivative of $f$ along the line through $p$ parallel to axis $i$. With unit vectors $e_i$, the stencil is $\Delta_hf(p)=h^{-2}\big(\sum_i[f(p+he_i)+f(p-he_i)]-6f(p)\big)$. It is defined at any point, and the seven sampled points are all that is used of the lattice.

```lean
/-- The pure partial derivative `∂ᵢⁿ f` at `p`. -/
def axisDeriv (n : ℕ) (i : Fin 3) (f : (Fin 3 → ℝ) → ℝ) (p : Fin 3 → ℝ) : ℝ :=
  iteratedDeriv n (fun t => f (update p i t)) (p i)

/-- The Laplacian `∑ᵢ ∂ᵢ² f`. -/
def laplacian (f : (Fin 3 → ℝ) → ℝ) (p : Fin 3 → ℝ) : ℝ := ∑ i, axisDeriv 2 i f p

/-- The sum of the three pure fourth derivatives `∑ᵢ ∂ᵢ⁴ f`. -/
def quartic (f : (Fin 3 → ℝ) → ℝ) (p : Fin 3 → ℝ) : ℝ := ∑ i, axisDeriv 4 i f p

/-- The seven-point finite-difference Laplacian with spacing `h`. -/
def stencil (f : (Fin 3 → ℝ) → ℝ) (h : ℝ) (p : Fin 3 → ℝ) : ℝ :=
  (∑ i, (f (update p i (p i + h)) + f (update p i (p i - h))) - 6 * f p) / h ^ 2
```

Q: Fourth derivatives of $1/r$ are where I would expect a slip. How are they organised?

A: On the line along axis $i$ put $a=\sum_{j\neq i}x_j^2$ and $b=\sum_{j\neq i}x_j^4$; these are `tr 2 p i` and `tr 4 p i`, the full sum minus the $i$-th term. There $1/r=w(t)=(t^2+a)^{-1/2}$ and $w'=-t\,w^3$. For natural numbers $m,n$ the product rule gives
$$(t^mw^n)'=m\,t^{m-1}w^n-n\,t^{m+1}w^{n+2},$$
where for $m=0$ the first term is read as zero (in Lean `m - 1` truncates to $0$ and the factor $m$ kills the term). So combinations of such monomials are closed under differentiation wherever $t^2+a>0$.

```lean
/-- Sum of the `k`-th powers of the coordinates transverse to axis `i`. -/
def tr (k : ℕ) (p : Fin 3 → ℝ) (i : Fin 3) : ℝ := ∑ j, p j ^ k - p i ^ k

/-- Inverse distance `1/√(t² + a)` along a line at squared distance `a` from the origin. -/
def w (a t : ℝ) : ℝ := (√(t ^ 2 + a))⁻¹

/-- The monomial `tᵐ wⁿ` along such a line. -/
def mono (a : ℝ) (m n : ℕ) (t : ℝ) : ℝ := t ^ m * w a t ^ n
```

A: `mono_calculus` proves this rule and $C^4$ smoothness; `hw` is the chain rule for $w$. `step` peels off one derivative: if $f'=g$ on the open set $t^2+a>0$, then $f^{(n+1)}=g^{(n)}$ there. `radius` supplies $r>0$, $\sum_jx_j^2/r^2=1$ and $w(x_i)=1/r$. `restrict` writes $K/r^3=5(t^4+b)w^7-3w^3$ on the line.

```lean
/-- Where `t² + a > 0`, `tᵐ wⁿ` is `C⁴` with derivative `m tᵐ⁻¹ wⁿ - n tᵐ⁺¹ wⁿ⁺²`. -/
theorem mono_calculus {a t : ℝ} (m n : ℕ) (h : 0 < t ^ 2 + a) :
    ContDiffAt ℝ 4 (mono a m n) t ∧
      HasDerivAt (mono a m n) (m * mono a (m - 1) n t - n * mono a (m + 1) (n + 2) t) t := by
  have hs : √(t ^ 2 + a) ≠ 0 := (Real.sqrt_pos.2 h).ne'
  have h1 : HasDerivAt (fun s : ℝ => s ^ 2 + a) (2 * t) t := by
    simpa using (hasDerivAt_pow 2 t).add_const a
  -- w' = -t w³
  have hw : HasDerivAt (w a) (-t * w a t ^ 3) t := by
    refine HasDerivAt.congr_deriv ((h1.sqrt h.ne').inv hs) ?_
    simp only [w]; ring
  have hq : ContDiffAt ℝ 4 (fun s : ℝ => s ^ 2 + a) t := by fun_prop
  have hm : ContDiffAt ℝ 4 (fun s : ℝ => s ^ m) t := by fun_prop
  have hwc : ContDiffAt ℝ 4 (w a) t := (hq.sqrt h.ne').inv hs
  refine ⟨hm.mul (hwc.pow n),
    ((hasDerivAt_pow m t).fun_mul (hw.fun_pow n)).congr_deriv ?_⟩
  simp only [mono]
  cases n with
  | zero => simp
  | succ n => simp only [Nat.add_sub_cancel]; ring

/-- If `f' = g` wherever `t² + a > 0`, then `f⁽ⁿ⁺¹⁾ = g⁽ⁿ⁾` there. -/
theorem step {a x : ℝ} {f g : ℝ → ℝ} (n : ℕ) (hx : 0 < x ^ 2 + a)
    (h : ∀ t, 0 < t ^ 2 + a → HasDerivAt f (g t) t) :
    iteratedDeriv (n + 1) f x = iteratedDeriv n g x := by
  rw [iteratedDeriv_succ']
  apply Filter.EventuallyEq.iteratedDeriv_eq
  have hc : ContinuousAt (fun t : ℝ => t ^ 2 + a) x := by fun_prop
  filter_upwards [hc.tendsto.eventually (lt_mem_nhds hx)] with t ht using (h t ht).deriv

/-- Off the origin `r > 0`, `(x² + y² + z²)/r² = 1`, and on each axis line through `p`
one has `pᵢ² + a > 0` and `w = 1/r` at `p`. -/
theorem radius {p : Fin 3 → ℝ} (hp : p ≠ 0) :
    0 < r p ∧ (∑ j, p j ^ 2) * (r p)⁻¹ ^ 2 = 1 ∧
      ∀ i, 0 < p i ^ 2 + tr 2 p i ∧ w (tr 2 p i) (p i) = (r p)⁻¹ := by
  obtain ⟨j, hj⟩ := Function.ne_iff.1 hp
  have hs : 0 < ∑ j, p j ^ 2 := Finset.sum_pos' (fun j _ => sq_nonneg _)
    ⟨j, Finset.mem_univ _, lt_of_le_of_ne (sq_nonneg _) (pow_ne_zero 2 hj).symm⟩
  have hr : 0 < r p := Real.sqrt_pos.2 hs
  have h2 : r p ^ 2 = ∑ j, p j ^ 2 := Real.sq_sqrt hs.le
  have e : ∀ i, p i ^ 2 + tr 2 p i = ∑ j, p j ^ 2 := fun i => by simp only [tr]; ring
  refine ⟨hr, ?_, fun i => ⟨by rw [e]; exact hs, by simp only [w, r, e]⟩⟩
  rw [← h2, inv_pow]
  exact mul_inv_cancel₀ (pow_ne_zero 2 hr.ne')

/-- Along an axis line, `1/r = w` and `K/r³ = 5 t⁴ w⁷ + 5 b w⁷ - 3 w³`, with `b` the
transverse sum of fourth powers. -/
theorem restrict (p : Fin 3 → ℝ) (i : Fin 3) :
    (fun t => coulomb (update p i t)) = mono (tr 2 p i) 0 1 ∧
    (fun t => aniso (update p i t)) = fun t => 5 * mono (tr 2 p i) 4 7 t +
      5 * tr 4 p i * mono (tr 2 p i) 0 7 t + -3 * mono (tr 2 p i) 0 3 t := by
  have hsum : ∀ (k : ℕ) (t : ℝ), ∑ j, update p i t j ^ k = t ^ k + tr k p i := by
    intro k t
    have : ∀ j, update p i t j ^ k = p j ^ k + if j = i then t ^ k - p i ^ k else 0 := by
      intro j
      by_cases h : j = i
      · subst h; simp
      · simp [h]
    simp only [this, Finset.sum_add_distrib, Finset.sum_ite_eq', Finset.mem_univ, if_true, tr]
    ring
  constructor <;> funext t <;> simp only [coulomb, aniso, K, r, hsum, mono, w] <;> ring
```

Q: Show me the differentiation.

A: For $1/r$:
$$w'=-tw^3,\quad w''=-w^3+3t^2w^5,\quad w'''=9tw^5-15t^3w^7,\quad w''''=9w^5-90t^2w^7+105t^4w^9.$$
For $v=K/r^3$:
$$v'=20t^3w^7-35t^5w^9-35b\,tw^9+9tw^5,$$
$$v''=9w^5+15t^2w^7-(315t^4+35b)w^9+315t^2(t^4+b)w^{11}.$$
These are `d1` to `d4`, `e1` and `e2`, chained by `step`. At $t=x_i$ one has $w=1/r$ and $t^4+b=S$, so $315t^4+35b=280x_i^4+35S$.

```lean
/-- Closed forms of `∂ᵢ²(1/r)`, `∂ᵢ⁴(1/r)` and `∂ᵢ²(K/r³)` off the origin. -/
theorem axis_derivatives {p : Fin 3 → ℝ} (hp : p ≠ 0) (i : Fin 3) :
    axisDeriv 2 i coulomb p = -(r p)⁻¹ ^ 3 + 3 * p i ^ 2 * (r p)⁻¹ ^ 5 ∧
    axisDeriv 4 i coulomb p =
      9 * (r p)⁻¹ ^ 5 - 90 * p i ^ 2 * (r p)⁻¹ ^ 7 + 105 * p i ^ 4 * (r p)⁻¹ ^ 9 ∧
    axisDeriv 2 i aniso p = 9 * (r p)⁻¹ ^ 5 + 15 * p i ^ 2 * (r p)⁻¹ ^ 7
      - (280 * p i ^ 4 + 35 * ∑ j, p j ^ 4) * (r p)⁻¹ ^ 9
      + 315 * p i ^ 2 * (∑ j, p j ^ 4) * (r p)⁻¹ ^ 11 := by
  obtain ⟨hx, hw⟩ := (radius hp).2.2 i
  unfold axisDeriv
  rw [(restrict p i).1, (restrict p i).2, ← hw]
  generalize tr 2 p i = a at hx ⊢
  have M := fun m n t (h : 0 < t ^ 2 + a) c => (mono_calculus m n h).2.const_mul (c : ℝ)
  have d1 : ∀ t, 0 < t ^ 2 + a → HasDerivAt (mono a 0 1) (-1 * mono a 1 3 t) t :=
    fun t h => (mono_calculus 0 1 h).2.congr_deriv (by simp only [mono]; ring)
  have d2 : ∀ t, 0 < t ^ 2 + a → HasDerivAt (fun s => -1 * mono a 1 3 s)
      (-1 * mono a 0 3 t + 3 * mono a 2 5 t) t :=
    fun t h => (M 1 3 t h (-1)).congr_deriv (by simp only [mono]; ring)
  have d3 : ∀ t, 0 < t ^ 2 + a → HasDerivAt (fun s => -1 * mono a 0 3 s + 3 * mono a 2 5 s)
      (9 * mono a 1 5 t + -15 * mono a 3 7 t) t := fun t h =>
    ((M 0 3 t h (-1)).fun_add (M 2 5 t h 3)).congr_deriv (by simp only [mono]; ring)
  have d4 : ∀ t, 0 < t ^ 2 + a → HasDerivAt (fun s => 9 * mono a 1 5 s + -15 * mono a 3 7 s)
      (9 * mono a 0 5 t - 90 * mono a 2 7 t + 105 * mono a 4 9 t) t := fun t h =>
    ((M 1 5 t h 9).fun_add (M 3 7 t h (-15))).congr_deriv (by simp only [mono]; ring)
  have e1 : ∀ t, 0 < t ^ 2 + a → HasDerivAt
      (fun s => 5 * mono a 4 7 s + 5 * tr 4 p i * mono a 0 7 s + -3 * mono a 0 3 s)
      (20 * mono a 3 7 t + -35 * mono a 5 9 t + -35 * tr 4 p i * mono a 1 9 t
        + 9 * mono a 1 5 t) t := fun t h =>
    (((M 4 7 t h 5).fun_add (M 0 7 t h (5 * tr 4 p i))).fun_add
      (M 0 3 t h (-3))).congr_deriv (by simp only [mono]; ring)
  have e2 : ∀ t, 0 < t ^ 2 + a → HasDerivAt
      (fun s => 20 * mono a 3 7 s + -35 * mono a 5 9 s + -35 * tr 4 p i * mono a 1 9 s
        + 9 * mono a 1 5 s)
      (9 * mono a 0 5 t + 15 * mono a 2 7 t - 315 * mono a 4 9 t - 35 * tr 4 p i * mono a 0 9 t
        + 315 * mono a 6 11 t + 315 * tr 4 p i * mono a 2 11 t) t := fun t h =>
    ((((M 3 7 t h 20).fun_add (M 5 9 t h (-35))).fun_add (M 1 9 t h (-35 * tr 4 p i))).fun_add
      (M 1 5 t h 9)).congr_deriv (by simp only [mono]; ring)
  refine ⟨((step 1 hx d1).trans (step 0 hx d2)).trans ?_,
    ((((step 3 hx d1).trans (step 2 hx d2)).trans (step 1 hx d3)).trans (step 0 hx d4)).trans ?_,
    ((step 1 hx e1).trans (step 0 hx e2)).trans ?_⟩
  all_goals (simp only [iteratedDeriv_zero, mono, tr]; ring)
```

A: Now sum over $i$ with $\sum_ix_i^2=r^2$:
$$\Delta\frac1r=\frac{-3+3}{r^3}=0,\qquad\sum_i\partial_i^4\frac1r=\frac{27-90}{r^5}+\frac{105S}{r^9}=\frac{21K}{r^5},$$
$$\Delta v=\frac{27+15}{r^5}+\frac{(-280-105+315)S}{r^9}=\frac{42}{r^5}-\frac{70S}{r^9}=-\frac{14K}{r^5}.$$
Each `linear_combination` uses the multiple of `hu`, the identity $\sum_jx_j^2/r^2=1$, that performs this substitution.

```lean
/-- Off the origin `Δ(1/r) = 0` and `∑ᵢ ∂ᵢ⁴(1/r) = 21 K / r⁵`. -/
theorem coulomb_derivatives {p : Fin 3 → ℝ} (hp : p ≠ 0) :
    laplacian coulomb p = 0 ∧ quartic coulomb p = 21 * K p / r p ^ 5 := by
  have hu := (radius hp).2.1
  simp only [laplacian, quartic, K, fun i => (axis_derivatives hp i).1,
    fun i => (axis_derivatives hp i).2.1, Fin.sum_univ_three] at hu ⊢
  exact ⟨by linear_combination 3 * (r p)⁻¹ ^ 3 * hu,
    by linear_combination -90 * (r p)⁻¹ ^ 5 * hu⟩

/-- Off the origin `Δ(K/r³) = -14 K / r⁵`. -/
theorem laplacian_aniso {p : Fin 3 → ℝ} (hp : p ≠ 0) :
    laplacian aniso p = -14 * K p / r p ^ 5 := by
  have hu := (radius hp).2.1
  simp only [laplacian, K, fun i => (axis_derivatives hp i).2.2, Fin.sum_univ_three] at hu ⊢
  linear_combination
    (15 * (r p)⁻¹ ^ 5 + 315 * (p 0 ^ 4 + p 1 ^ 4 + p 2 ^ 4) * (r p)⁻¹ ^ 9) * hu
```

Q: "Order $h^2$ error" is usually said loosely. What is the exact statement?

A: For $g$ of class $C^4$ near $x$, adding the Taylor expansions at $x\pm h$ removes the odd terms:
$$g(x+h)+g(x-h)-2g(x)=h^2g''(x)+\tfrac{h^4}{12}g''''(x)+o(h^4).$$
Divide by $h^2$, subtract $g''$, divide by $h^2$ again and add the three axes: $(\Delta_hf-\Delta f)/h^2\to\frac1{12}\sum_i\partial_i^4f$. The hypothesis `hf` asks for $C^4$ only along the three axis lines. The filter `𝓝[≠] 0` means $h\to0$ with $h\neq0$, from both sides. In `key`, smoothness is extended to a ball around $x$, `taylor_isLittleO` gives the remainder, and `h1`, `h2` evaluate it at $x+h$ and $x-h$.

```lean
/-- For `f` of class `C⁴` along the axes at `p`, `(Δ_h f - Δ f)/h² → ∑ᵢ ∂ᵢ⁴ f / 12`
as `h → 0`. -/
theorem stencil_error {f : (Fin 3 → ℝ) → ℝ} {p : Fin 3 → ℝ}
    (hf : ∀ i, ContDiffAt ℝ 4 (fun t => f (update p i t)) (p i)) :
    Tendsto (fun h => (stencil f h p - laplacian f p) / h ^ 2) (𝓝[≠] 0)
      (𝓝 (quartic f p / 12)) := by
  -- one dimension: add the Taylor expansions at x + h and x - h
  have key : ∀ (g : ℝ → ℝ) (x : ℝ), ContDiffAt ℝ 4 g x → Tendsto
      (fun h => ((g (x + h) + g (x - h) - 2 * g x) / h ^ 2 - iteratedDeriv 2 g x) / h ^ 2)
      (𝓝[≠] 0) (𝓝 (iteratedDeriv 4 g x / 12)) := by
    intro g x hg
    obtain ⟨ε, hε, hb⟩ := Metric.eventually_nhds_iff_ball.1
      (hg.eventually (by simp))
    have hx := Metric.mem_ball_self (x := x) hε
    have hon : ContDiffOn ℝ (4 : ℕ) g (Metric.ball x ε) := fun y hy => (hb y hy).contDiffWithinAt
    have ht := taylor_isLittleO (convex_ball x ε) hx hon
    rw [Metric.isOpen_ball.nhdsWithin_eq hx] at ht
    have ht2 := ht.tendsto_div_nhds_zero
    have hd : ∀ k, iteratedDerivWithin k g (Metric.ball x ε) x = iteratedDeriv k g x :=
      fun k => iteratedDerivWithin_of_isOpen Metric.isOpen_ball hx
    simp only [taylor_within_apply, hd] at ht2
    have h1 : Tendsto (fun h : ℝ => x + h) (𝓝[≠] 0) (𝓝 x) :=
      tendsto_nhdsWithin_of_tendsto_nhds (Continuous.tendsto' (by fun_prop) 0 x (by simp))
    have h2 : Tendsto (fun h : ℝ => x - h) (𝓝[≠] 0) (𝓝 x) :=
      tendsto_nhdsWithin_of_tendsto_nhds (Continuous.tendsto' (by fun_prop) 0 x (by simp))
    have h3 := ((ht2.comp h1).add (ht2.comp h2)).add_const (iteratedDeriv 4 g x / 12)
    simp only [zero_add] at h3
    refine h3.congr' ?_
    filter_upwards [self_mem_nhdsWithin] with h hh
    have h0 : h ≠ 0 := hh
    simp [Finset.sum_range_succ, Nat.factorial]
    field_simp
    ring
  have h3 := ((key _ _ (hf 0)).add (key _ _ (hf 1))).add (key _ _ (hf 2))
  simp only [update_eq_self] at h3
  simp only [stencil, laplacian, quartic, axisDeriv, Fin.sum_univ_three]
  convert h3 using 2
  all_goals ring1
```

Q: But $G$ itself depends on $h$, so that theorem does not apply to it.

A: It is applied to $u=1/r$ and $v$ separately, as `t1` and `t2`. Linearity and $\Delta u=0$ give
$$\frac{\Delta_hG}{h^2}=\frac{\Delta_hu-\Delta u}{h^2}+c\left[h^2\,\frac{\Delta_hv-\Delta v}{h^2}+\Delta v\right].$$
The first term tends to $21K/(12r^5)=7K/(4r^5)$. In the bracket $h^2$ multiplies a convergent quotient, which leaves $\Delta v=-14K/r^5$. The case $c=0$ is the bare potential, with $\Delta_h(1/r)=7h^2K/(4r^5)+o(h^2)$.

```lean
/-- Off the origin, `Δ_h (1/r + c h² K/r³) / h² → (7/4 - 14 c) K / r⁵` as `h → 0`. -/
theorem corrected_error {p : Fin 3 → ℝ} (hp : p ≠ 0) (c : ℝ) :
    Tendsto (fun h => stencil (corrected c h) h p / h ^ 2) (𝓝[≠] 0)
      (𝓝 ((7 / 4 - 14 * c) * K p / r p ^ 5)) := by
  have M := fun i m n => (mono_calculus m n ((radius hp).2.2 i).1).1
  have t1 := stencil_error (f := coulomb) (p := p) fun i => by
    rw [(restrict p i).1]; exact M i 0 1
  have t2 := stencil_error (f := aniso) (p := p) fun i => by
    rw [(restrict p i).2]
    exact ((contDiffAt_const.mul (M i 4 7)).add (contDiffAt_const.mul (M i 0 7))).add
      (contDiffAt_const.mul (M i 0 3))
  have hsq : Tendsto (fun h : ℝ => h ^ 2) (𝓝[≠] 0) (𝓝 0) :=
    tendsto_nhdsWithin_of_tendsto_nhds (Continuous.tendsto' (by fun_prop) 0 0 (by simp))
  have e : (7 / 4 - 14 * c) * K p / r p ^ 5 =
      quartic coulomb p / 12 + c * (0 * (quartic aniso p / 12) + laplacian aniso p) := by
    rw [(coulomb_derivatives hp).2, laplacian_aniso hp]; ring
  rw [e]
  refine (t1.add (((hsq.mul t2).add_const (laplacian aniso p)).const_mul c)).congr' ?_
  filter_upwards [self_mem_nhdsWithin] with h hh
  have h0 : h ≠ 0 := hh
  -- linearity of the stencil
  simp only [(coulomb_derivatives hp).1, stencil, corrected, Fin.sum_univ_three]
  field_simp
  ring
```

A: At $c=1/8$ the prefactor is $7/4-14/8=0$. Conversely, if the limit is zero, `tendsto_nhds_unique` gives $(7/4-14c)K/r^5=0$; with $K\neq0$ and $r\neq0$ only the first factor can vanish.

```lean
/-- Off the origin, `Δ_h (1/r + h² K/(8 r³)) / h² → 0`; where `K ≠ 0`, `c = 1/8` is the only
coefficient with this property. -/
theorem correction_cancels {p : Fin 3 → ℝ} (hp : p ≠ 0) :
    Tendsto (fun h => stencil (corrected (1 / 8) h) h p / h ^ 2) (𝓝[≠] 0) (𝓝 0) ∧
      (K p ≠ 0 → ∀ c, Tendsto (fun h => stencil (corrected c h) h p / h ^ 2) (𝓝[≠] 0) (𝓝 0) →
        c = 1 / 8) := by
  refine ⟨?_, fun hK c hc => ?_⟩
  · have h := corrected_error hp (1 / 8)
    rwa [show (7 / 4 - 14 * (1 / 8 : ℝ)) * K p / r p ^ 5 = 0 by ring] at h
  · have h := tendsto_nhds_unique (corrected_error hp c) hc
    rw [div_eq_zero_iff, mul_eq_zero] at h
    rcases h with (h | h) | h
    · linarith
    · exact absurd h hK
    · exact absurd h (pow_ne_zero _ (radius hp).1.ne')

end

end SevenPointGreen
```

```lean
#print axioms SevenPointGreen.stencil_error
-- 'SevenPointGreen.stencil_error' depends on axioms: [propext, Classical.choice, Quot.sound]
#print axioms SevenPointGreen.correction_cancels
-- 'SevenPointGreen.correction_cancels' depends on axioms: [propext, Classical.choice, Quot.sound]
```

Q: Give me numbers.

A: Take $p=(1,0,0)$, so $r=1$ and $K=2$. The fourth derivatives are $9-90+105=24$, $9$ and $9$; the first agrees with $(1/t)''''=24/t^5$, and the sum is $42=21\cdot2$. The second derivatives of $v$ are $9+15-315+315=24$, $9-35=-26$ and $-26$, with sum $-28=-14\cdot2$. At $h=0.1$ the six neighbours of $1/r$ add to $1/1.1+1/0.9+4/\sqrt{1.01}\approx6.00035078$, so $\Delta_h(1/r)/h^2\approx3.508$ against the limit $7/2$.

Q: Are the two hypotheses needed, or only convenient?

A: Both matter. At $p=(1,s,0)$ the condition $K=0$ reads $5(1+s^4)=3(1+s^2)^2$, that is $s^4-3s^2+1=0$, solved by $s=(1+\sqrt5)/2$. There `corrected_error` gives limit zero for every $c$, and uniqueness fails. At $p=0$ each neighbour has $K=2$ and $G=(1+2c)/|h|$, while Lean's division by zero assigns $G(0)=0$; the quotient is $6(1+2c)/|h|^5$, which diverges at $c=1/8$.

Q: My real doubt is the name `SevenPointGreen`. Is this the Green function of the lattice?

A: No such object appears in the theorems. There is no grid function with a unit source at the origin, and the statements do not say that the lattice Green function equals $G$ up to a smaller remainder. They say that $G$ with $c=1/8$ satisfies the homogeneous grid equation up to $o(h^2)$ at each fixed $p\neq0$, with no rate and no uniformity in $p$, so points a few spacings from the source are not described. Uniqueness holds within the one-parameter family $cK/r^3$.

Q: What lies just beyond it?

A: The two remarks that follow were done on paper and have no Lean proof here. Adding $h^2$ times a function harmonic near $p$, such as $(3x_2^2-r^2)/r^5$, would leave the limit unchanged, so the limit alone does not exclude such terms. In the plane, with polar coordinates $\rho,\theta$, the two pure fourth derivatives of $\ln\rho$ add to $-12\cos4\theta/\rho^4$, and $\Delta(\cos4\theta/\rho^2)=(4-16)\cos4\theta/\rho^4$; the same splitting for the five-point stencil on $\ln\rho+c\,h^2\cos4\theta/\rho^2$ would give the limit $(-1-12c)\cos4\theta/\rho^4$ and hence $c=-1/12$.
